# At critical coupling and in the critical field, the one-dimensional Ginzburg–Landau wall energy with current-free ends is nonnegative and vanishes exactly on Bogomolny solutions

## Is zero really the floor of the wall energy at $\kappa = 1/\sqrt2$?

A superconductor held at the thermodynamic critical field can have a normal region and a superconducting region side by side, because the two bulk phases have equal Gibbs energy there. The wall between them carries an energy whose sign separates type I from type II behaviour, and the borderline sits at the Ginzburg–Landau parameter $\kappa = 1/\sqrt2$. With $x$ the coordinate across a flat wall, $f(x)$ the real order parameter and $a(x)$ the vector potential, I know the energy at that coupling as

$$E = \int_p^q \Big[ f'^2 + a^2 f^2 + a'^2 - a' + \tfrac14 (1-f^2)^2 \Big]\,dx .$$

The claim I have seen is that $E \ge 0$ when $a f^2 = 0$ at both ends, with $E = 0$ precisely when $f' = -af$ and $a' = (1-f^2)/2$. The term $-a'$ is negative wherever the field is positive, so the sign is not obvious to me. What exactly must be assumed about $f$ and $a$, and can I see a rigorous, machine-checked proof?

## Two squares and a boundary term

The claim holds for real $C^1$ profiles on a finite interval $[p,q]$ with $p<q$. The model has the field along $z$, the potential $a(x)$ along $y$, and a gauge in which the order parameter is real, so that $a'$ is the magnetic field and the supercurrent is proportional to $a f^2$. Lengths are measured in penetration depths and $f$ in units of its bulk value. For general $\kappa$ the density is

$$e_c = c f'^2 + a^2 f^2 + a'^2 - a' + \tfrac14(1-f^2)^2, \qquad c = \frac{1}{2\kappa^2},$$

and $E_c = \int_p^q e_c\,dx$. The stiffness $c$ is the price of gradients of $f$ relative to the magnetic terms, and $c=1$ is critical coupling. The term $-a'$ is $-2Ha'$ with applied field $H = 1/2$, which is the critical field in these units: the normal state $f=0$, $a'=1/2$ has density $\tfrac14-\tfrac12+\tfrac14 = 0$, the same as the superconducting state $f=1$, $a=0$.

Expand the squared residuals of the two first-order equations:

$$(f'+af)^2 = f'^2 + a^2f^2 + 2aff',$$

$$\big(a' - \tfrac12(1-f^2)\big)^2 = a'^2 - a' + a'f^2 + \tfrac14(1-f^2)^2 .$$

Call their sum $D$. It contains every term of $e_1$ and the two extra terms $a'f^2 + 2aff'$, so

$$e_c = D + (c-1) f'^2 - \big(a' f^2 + 2 a f f'\big).$$

By the product rule the last bracket is $(af^2)'$. Integrating over $[p,q]$, and writing $\beta = a(p)f(p)^2 - a(q)f(q)^2$,

$$E_c = \int_p^q D\,dx + (c-1)\int_p^q f'^2\,dx + \beta .$$

At $c=1$ this reads $E_1 - \beta = \int_p^q D\,dx \ge 0$. If both equations hold, $D=0$ and $E_1 = \beta$. Conversely, $D$ is continuous and nonnegative; were it positive at some point, it would be positive on a subinterval of nonzero length and its integral would be positive. So $E_1=\beta$ forces $D=0$ everywhere, and each square vanishes separately. The end conditions make $\beta=0$. Physically they say that no supercurrent flows at the ends, which is the case exactly when $f=0$ or $a=0$ there. The condition $a=0$ holds deep inside a screened superconductor, but at a single point it does not by itself make the field $a'$ vanish.

A second consequence concerns solutions of the first-order equations. On them

$$\big(a(1-f^2)\big)' = a'(1-f^2) - 2aff' = \tfrac12(1-f^2)^2 + 2a^2f^2 \ge 0 .$$

If $a(p)=a(q)=0$, the left side integrates to zero, so the right side vanishes identically. Then $f^2=1$ and $a^2f^2=0$, hence $a=0$.

As a numerical instance take the ramp $f=x$, $a=(x-1)/2$ on $[0,1]$, which has $f(0)=0$ and $a(1)=0$. Directly, $e_1 = 1 + \tfrac14x^2(x-1)^2 - \tfrac14 + \tfrac14(1-x^2)^2$, and with $\int_0^1 x^2(x-1)^2dx = \tfrac1{30}$ and $\int_0^1(1-x^2)^2dx = \tfrac8{15}$ one gets $E_1 = \tfrac34+\tfrac1{120}+\tfrac{2}{15} = \tfrac{107}{120}$. Through the squares, $\int_0^1 \big(1+\tfrac12x(x-1)\big)^2dx = 1-\tfrac16+\tfrac1{120} = \tfrac{101}{120}$ and $\int_0^1 (x^2/2)^2dx = \tfrac{6}{120}$, with the same total. Since $\int_0^1 f'^2dx=1$, the ramp has $E_c = c - \tfrac{13}{120}$, which is negative for small $c$, deep on the type II side.

## What the theorems assert

The functions `f`, `f'`, `a`, `a'` are four separate maps `ℝ → ℝ`. The structure `IsC1On g g' p q` ties a function to its derivative: `g` is continuous on the closed interval `Icc p q`, it has derivative `g' x` at every point of the open interval `Ioo p q`, and `g'` is continuous on the closed interval. For $p<q$ the end values of `g'` are therefore the one-sided limits of the derivative, and values outside $[p,q]$ play no role. The definitions `density`, `energy` and `defect` are $e_c$, $E_c$ and $D$, and `Bogomolny p q f f' a a'` says that both first-order equations hold at every point of the closed interval.

The main theorem `critical_interface_energy` takes `p < q`, the two `IsC1On` hypotheses, and `hp`, `hq`, which set $af^2=0$ at $p$ and at $q$. It concludes that `energy 1 p q f f' a a'` is nonnegative and that it is zero if and only if `Bogomolny` holds. The profiles are arbitrary trial functions: no field equation is assumed, and neither the sign nor the size of $f$ is restricted. The strict inequality `p < q` matters for the equivalence, because at $p=q$ the energy is zero while the derivative values at that single point are unconstrained. The theorem `bogomolny_bound` is the version with free end values, $E_1\ge\beta$ with equality exactly on Bogomolny solutions, and `bogomolny_rigidity` is the statement about $a(p)=a(q)=0$. The theorem `ramp_witness` gives the ramp's regularity and the strict inequality $E_1>0$, and `uniform_phases_witness` shows that $f=0$, $a=x/2$ and $f=1$, $a=0$ satisfy `Bogomolny` on every interval.

The density is postulated, with its units and with the identification $c=1/(2\kappa^2)$, and is not derived from a microscopic theory. The geometry is one-dimensional with a real order parameter, so the Bogomolny bound for vortices, where a complex order parameter winds in the plane and the energy is bounded below by a multiple of the magnitude of the quantised flux, is a different statement. The interval is finite, and this limits what $E_1=0$ can describe. The equation $f'=-af$ is linear in $f$, so a solution with $f=0$ at one end should vanish everywhere, and if $f\neq0$ at both ends then `bogomolny_rigidity` applies. By this reasoning the zero-energy profiles with current-free ends are the uniform phases only, and a true wall of zero energy needs the whole line, with the bulk states approached asymptotically. That argument, the explicit ramp values and the equality case for $c>1$ at the end are pencil reasoning, not theorems of the file.

For one-dimensional real profiles on a finite interval at $c=1$, the identity $E_1-\beta=\int_p^q D\,dx$ says that the excess of the energy over the boundary term is the integrated squared residual of the first-order equations, so it measures how far a given profile is from solving them.

In Lean 4 with Mathlib:

```lean
import Mathlib

open Set MeasureTheory

namespace GinzburgLandauInterface

noncomputable section

/-- `g` is `C¹` on `[p, q]` with derivative `g'`: continuous, differentiable in the interior,
and `g'` is continuous up to the end points. -/
structure IsC1On (g g' : ℝ → ℝ) (p q : ℝ) : Prop where
  cont : ContinuousOn g (Icc p q)
  hasDeriv : ∀ x ∈ Ioo p q, HasDerivAt g (g' x) x
  cont' : ContinuousOn g' (Icc p q)

/-- Ginzburg-Landau interface energy density for order parameter `f`, vector potential `a`,
field `a'` and gradient stiffness `c = 1/(2κ²)`; critical coupling is `c = 1`. -/
def density (c f f' a a' : ℝ) : ℝ :=
  c * f' ^ 2 + a ^ 2 * f ^ 2 + a' ^ 2 - a' + (1 - f ^ 2) ^ 2 / 4

/-- Interface energy: the density integrated over `[p, q]`. -/
def energy (c p q : ℝ) (f f' a a' : ℝ → ℝ) : ℝ :=
  ∫ x in p..q, density c (f x) (f' x) (a x) (a' x)

/-- Sum of the squared residuals of the two Bogomolny equations at a point. -/
def defect (f f' a a' : ℝ) : ℝ := (f' + a * f) ^ 2 + (a' - (1 - f ^ 2) / 2) ^ 2

/-- The Bogomolny equations `f' = -a f` and `a' = (1 - f²)/2` hold throughout `[p, q]`. -/
def Bogomolny (p q : ℝ) (f f' a a' : ℝ → ℝ) : Prop :=
  ∀ x ∈ Icc p q, f' x = -(a x * f x) ∧ a' x = (1 - f x ^ 2) / 2

variable {p q : ℝ} {f f' a a' : ℝ → ℝ}

/-- Completing the squares: the density is the Bogomolny defect plus `(c - 1) f'²`
minus `a' f² + 2 a f f'`. -/
theorem density_eq_squares (c f f' a a' : ℝ) :
    density c f f' a a' =
      defect f f' a a' + (c - 1) * f' ^ 2 - (a' * f ^ 2 + 2 * a * f * f') := by
  unfold density defect
  ring

/-- The cross term `a' f² + 2 a f f'` integrates to the change of `a f²` across the interval. -/
theorem integral_cross_term (hpq : p ≤ q) (hf : IsC1On f f' p q) (ha : IsC1On a a' p q) :
    ∫ x in p..q, (a' x * f x ^ 2 + 2 * a x * f x * f' x) = a q * f q ^ 2 - a p * f p ^ 2 := by
  obtain ⟨f0, fd, f1⟩ := hf
  obtain ⟨a0, ad, a1⟩ := ha
  have hc : ContinuousOn (fun y => a y * f y ^ 2) (Icc p q) := by fun_prop
  have hi : ContinuousOn (fun x => a' x * f x ^ 2 + 2 * a x * f x * f' x) (Icc p q) := by
    fun_prop
  -- the integrand is the derivative of a f²
  have hd : ∀ x ∈ Ioo p q,
      HasDerivAt (fun y => a y * f y ^ 2) (a' x * f x ^ 2 + 2 * a x * f x * f' x) x := by
    intro x hx
    have h := (ad x hx).fun_mul ((fd x hx).fun_mul (fd x hx))
    have e : (fun y => a y * f y ^ 2) = fun y => a y * (f y * f y) := by
      funext y
      ring
    rw [e]
    exact h.congr_deriv (by ring)
  exact intervalIntegral.integral_eq_sub_of_hasDerivAt_of_le (f := fun y => a y * f y ^ 2)
    hpq hc hd (hi.intervalIntegrable_of_Icc hpq)

/-- The energy at stiffness `c` is the integrated Bogomolny defect, plus `(c - 1)` times the
integral of `f'²`, plus the boundary term `a f²(p) - a f²(q)`. -/
theorem energy_decomposition (c : ℝ) (hpq : p ≤ q) (hf : IsC1On f f' p q)
    (ha : IsC1On a a' p q) :
    energy c p q f f' a a' = (∫ x in p..q, defect (f x) (f' x) (a x) (a' x))
      + (c - 1) * (∫ x in p..q, f' x ^ 2) + (a p * f p ^ 2 - a q * f q ^ 2) := by
  have hb := integral_cross_term hpq hf ha
  obtain ⟨f0, -, f1⟩ := hf
  obtain ⟨a0, -, a1⟩ := ha
  have c1 : ContinuousOn (fun x => defect (f x) (f' x) (a x) (a' x)) (Icc p q) := by
    unfold defect
    fun_prop
  have c2 : ContinuousOn (fun x => (c - 1) * f' x ^ 2) (Icc p q) := by fun_prop
  have c3 : ContinuousOn (fun x => a' x * f x ^ 2 + 2 * a x * f x * f' x) (Icc p q) := by
    fun_prop
  have i1 := c1.intervalIntegrable_of_Icc (μ := volume) hpq
  have i2 := c2.intervalIntegrable_of_Icc (μ := volume) hpq
  have i3 := c3.intervalIntegrable_of_Icc (μ := volume) hpq
  have i4 : IntervalIntegrable
      (fun x => defect (f x) (f' x) (a x) (a' x) + (c - 1) * f' x ^ 2) volume p q := i1.add i2
  unfold energy
  simp only [density_eq_squares]
  rw [intervalIntegral.integral_sub i4 i3, intervalIntegral.integral_add i1 i2,
    intervalIntegral.integral_const_mul, hb]
  ring

/-- A continuous nonnegative density with zero integral over `[p, q]`, `p < q`, vanishes
at every point of `[p, q]`. -/
theorem eq_zero_of_integral_eq_zero {g : ℝ → ℝ} (hpq : p < q) (hg : ContinuousOn g (Icc p q))
    (h0 : ∀ x ∈ Icc p q, 0 ≤ g x) (hint : ∫ x in p..q, g x = 0) : ∀ x ∈ Icc p q, g x = 0 := by
  intro x hx
  by_contra hne
  have hpos : 0 < g x := lt_of_le_of_ne (h0 x hx) (Ne.symm hne)
  have h := intervalIntegral.integral_lt_integral_of_continuousOn_of_le_of_exists_lt
    (f := fun _ => (0 : ℝ)) (g := g) hpq continuousOn_const hg
    (fun y hy => h0 y (Ioc_subset_Icc_self hy)) ⟨x, hx, hpos⟩
  rw [hint] at h
  simp at h

/-- Bogomolny bound: at critical coupling the energy is at least `a f²(p) - a f²(q)`,
with equality exactly when the Bogomolny equations hold. -/
theorem bogomolny_bound (hpq : p < q) (hf : IsC1On f f' p q) (ha : IsC1On a a' p q) :
    a p * f p ^ 2 - a q * f q ^ 2 ≤ energy 1 p q f f' a a' ∧
      (energy 1 p q f f' a a' = a p * f p ^ 2 - a q * f q ^ 2 ↔ Bogomolny p q f f' a a') := by
  have hE := energy_decomposition 1 hpq.le hf ha
  obtain ⟨f0, -, f1⟩ := hf
  obtain ⟨a0, -, a1⟩ := ha
  have c1 : ContinuousOn (fun x => defect (f x) (f' x) (a x) (a' x)) (Icc p q) := by
    unfold defect
    fun_prop
  have hn : ∀ x ∈ Icc p q, 0 ≤ defect (f x) (f' x) (a x) (a' x) := fun x _ =>
    add_nonneg (sq_nonneg _) (sq_nonneg _)
  have hI : 0 ≤ ∫ x in p..q, defect (f x) (f' x) (a x) (a' x) :=
    intervalIntegral.integral_nonneg hpq.le hn
  refine ⟨by linarith, fun h x hx => ?_, fun h => ?_⟩
  · -- equality forces both squares to vanish pointwise
    have hz : defect (f x) (f' x) (a x) (a' x) = 0 :=
      eq_zero_of_integral_eq_zero hpq c1 hn (by linarith) x hx
    unfold defect at hz
    have s1 := sq_nonneg (f' x + a x * f x)
    have s2 := sq_nonneg (a' x - (1 - f x ^ 2) / 2)
    have h1 : f' x + a x * f x = 0 := pow_eq_zero_iff two_ne_zero |>.mp (by linarith)
    have h2 : a' x - (1 - f x ^ 2) / 2 = 0 := pow_eq_zero_iff two_ne_zero |>.mp (by linarith)
    exact ⟨by linarith, by linarith⟩
  · have hz : ∫ x in p..q, defect (f x) (f' x) (a x) (a' x) = ∫ _x in p..q, (0 : ℝ) := by
      refine intervalIntegral.integral_congr (fun x hx => ?_)
      rw [uIcc_of_le hpq.le] at hx
      obtain ⟨h1, h2⟩ := h x hx
      show defect (f x) (f' x) (a x) (a' x) = 0
      unfold defect
      rw [h1, h2]
      ring
    rw [intervalIntegral.integral_zero] at hz
    linarith

/-- If `a f² = 0` at both ends, the critical-coupling interface energy is nonnegative, and it
vanishes exactly when the Bogomolny equations hold on `[p, q]`. -/
theorem critical_interface_energy (hpq : p < q) (hf : IsC1On f f' p q) (ha : IsC1On a a' p q)
    (hp : a p * f p ^ 2 = 0) (hq : a q * f q ^ 2 = 0) :
    0 ≤ energy 1 p q f f' a a' ∧ (energy 1 p q f f' a a' = 0 ↔ Bogomolny p q f f' a a') := by
  have h := bogomolny_bound hpq hf ha
  rwa [hp, hq, sub_zero] at h

/-- For stiffness `c ≥ 1` the energy is still at least `a f²(p) - a f²(q)`. -/
theorem energy_bound_of_stiff {c : ℝ} (hc : 1 ≤ c) (hpq : p ≤ q) (hf : IsC1On f f' p q)
    (ha : IsC1On a a' p q) : a p * f p ^ 2 - a q * f q ^ 2 ≤ energy c p q f f' a a' := by
  have h1 : 0 ≤ ∫ x in p..q, defect (f x) (f' x) (a x) (a' x) :=
    intervalIntegral.integral_nonneg hpq fun x _ => add_nonneg (sq_nonneg _) (sq_nonneg _)
  have h2 : 0 ≤ ∫ x in p..q, f' x ^ 2 :=
    intervalIntegral.integral_nonneg hpq fun x _ => sq_nonneg _
  have h3 := mul_nonneg (sub_nonneg.mpr hc) h2
  rw [energy_decomposition c hpq hf ha]
  linarith

/-- A solution of the Bogomolny equations whose vector potential vanishes at both ends has
`f² = 1` and `a = 0` throughout. -/
theorem bogomolny_rigidity (hpq : p < q) (hf : IsC1On f f' p q) (ha : IsC1On a a' p q)
    (hB : Bogomolny p q f f' a a') (hp : a p = 0) (hq : a q = 0) :
    ∀ x ∈ Icc p q, f x ^ 2 = 1 ∧ a x = 0 := by
  have hb := integral_cross_term hpq.le hf ha
  obtain ⟨f0, -, f1⟩ := hf
  obtain ⟨a0, ad, a1⟩ := ha
  have c3 : ContinuousOn (fun x => a' x * f x ^ 2 + 2 * a x * f x * f' x) (Icc p q) := by
    fun_prop
  have i1 := a1.intervalIntegrable_of_Icc (μ := volume) hpq.le
  have i3 := c3.intervalIntegrable_of_Icc (μ := volume) hpq.le
  have hflux := intervalIntegral.integral_eq_sub_of_hasDerivAt_of_le hpq.le a0 ad i1
  -- the derivative of a (1 - f²) is a sum of squares on Bogomolny solutions
  have hsq : ∀ x ∈ Icc p q, a' x - (a' x * f x ^ 2 + 2 * a x * f x * f' x)
      = (1 - f x ^ 2) ^ 2 / 2 + 2 * (a x * f x) ^ 2 := by
    intro x hx
    rw [(hB x hx).1, (hB x hx).2]
    ring
  have hz := eq_zero_of_integral_eq_zero
    (g := fun x => a' x - (a' x * f x ^ 2 + 2 * a x * f x * f' x)) hpq (a1.sub c3)
    (fun x hx => le_of_le_of_eq (by positivity) (hsq x hx).symm)
    (by rw [intervalIntegral.integral_sub i1 i3, hflux, hb, hp, hq]; ring)
  intro x hx
  have h0 : (1 - f x ^ 2) ^ 2 / 2 + 2 * (a x * f x) ^ 2 = 0 := (hsq x hx).symm.trans (hz x hx)
  have s1 := sq_nonneg (1 - f x ^ 2)
  have s2 := sq_nonneg (a x * f x)
  have h1 : 1 - f x ^ 2 = 0 := pow_eq_zero_iff two_ne_zero |>.mp (by linarith)
  have h2 : (a x * f x) ^ 2 = 0 := by linarith
  have h3 : a x ^ 2 = 0 := by linear_combination h2 + a x ^ 2 * h1
  exact ⟨by linarith, pow_eq_zero_iff two_ne_zero |>.mp h3⟩

/-- The ramp `f = x`, `a = (x - 1)/2` on `[0, 1]` is `C¹` and has strictly positive
critical-coupling energy. -/
theorem ramp_witness :
    IsC1On (fun x => x) (fun _ => 1) 0 1 ∧ IsC1On (fun x => (x - 1) / 2) (fun _ => 1 / 2) 0 1 ∧
      0 < energy 1 0 1 (fun x => x) (fun _ => 1) (fun x => (x - 1) / 2) (fun _ => 1 / 2) := by
  have hf : IsC1On (fun x => x) (fun _ => 1) 0 1 :=
    ⟨by fun_prop, fun x _ => hasDerivAt_id' x, continuousOn_const⟩
  have ha : IsC1On (fun x => (x - 1) / 2) (fun _ => 1 / 2) 0 1 :=
    ⟨by fun_prop, fun x _ => ((hasDerivAt_id' x).sub_const 1).div_const 2, continuousOn_const⟩
  obtain ⟨h1, h2⟩ := critical_interface_energy one_pos hf ha (by norm_num) (by norm_num)
  refine ⟨hf, ha, lt_of_le_of_ne h1 fun h => ?_⟩
  -- the first Bogomolny equation fails at x = 0
  have h3 := (h2.mp h.symm 0 ⟨le_rfl, zero_le_one⟩).1
  norm_num at h3

/-- The profiles `f = 0`, `a = x/2` and `f = 1`, `a = 0` solve the Bogomolny equations on
every interval. -/
theorem uniform_phases_witness (p q : ℝ) :
    Bogomolny p q (fun _ => 0) (fun _ => 0) (fun x => x / 2) (fun _ => 1 / 2) ∧
      Bogomolny p q (fun _ => 1) (fun _ => 0) (fun _ => 0) (fun _ => 0) := by
  constructor <;> intro x _ <;> norm_num

end

end GinzburgLandauInterface
```

```lean
#print axioms GinzburgLandauInterface.critical_interface_energy
#print axioms GinzburgLandauInterface.energy_bound_of_stiff
#print axioms GinzburgLandauInterface.bogomolny_rigidity
```

```
'GinzburgLandauInterface.critical_interface_energy' depends on axioms: [propext, Classical.choice, Quot.sound]
'GinzburgLandauInterface.energy_bound_of_stiff' depends on axioms: [propext, Classical.choice, Quot.sound]
'GinzburgLandauInterface.bogomolny_rigidity' depends on axioms: [propext, Classical.choice, Quot.sound]
```

## How the lemmas follow the calculation

`density_eq_squares` is the pointwise identity for five real numbers, and `ring` performs the expansion of the two squares. In `integral_cross_term`, the step `hd` writes $af^2$ as $a\cdot(f\cdot f)$, applies the product rule twice through `fun_mul`, and rearranges the result into $a'f^2+2aff'$. The fundamental theorem of calculus enters as `intervalIntegral.integral_eq_sub_of_hasDerivAt_of_le`, which asks for continuity on the closed interval, a derivative in the interior and an integrable derivative, matching the three fields of `IsC1On`.

`energy_decomposition` substitutes the pointwise identity under the integral and splits it into three integrals. Each integrand is continuous (`c1`, `c2`, `c3`) and hence integrable, which justifies the splitting, and `hb` replaces the cross term by its boundary value. `eq_zero_of_integral_eq_zero` argues by contradiction: if $g(x)>0$ at one point, strict monotonicity of the integral, comparing $g$ with the zero function, gives $0<\int_p^q g\,dx$, against `hint`.

`bogomolny_bound` sets $c=1$ in the decomposition. The inequality comes from `hI`, the nonnegativity of $\int D$. In the forward direction `hz` states $D=0$ at the point $x$; two nonnegative squares with zero sum are each zero, which gives `h1` and `h2`, the two equations. In the backward direction the equations are substituted into `defect`, the integrand equals zero on the interval, and the integral is zero. `critical_interface_energy` rewrites the boundary term to zero with `hp` and `hq`.

In `bogomolny_rigidity` the derivative of $a(1-f^2)$ appears as $a' - (a'f^2+2aff')$. The step `hsq` turns it into $\tfrac12(1-f^2)^2+2(af)^2$, and its integral is the flux $a(q)-a(p)$ from `hflux` minus the boundary term from `hb`, both zero. The last step uses $a^2 = (af)^2 + a^2(1-f^2)$ to pass from $af=0$ and $f^2=1$ to $a=0$. `ramp_witness` applies the main theorem and excludes zero energy because the first equation fails at $x=0$, where $f'=1$ and $-af=0$.

## Stiffer order parameters, $\kappa \le 1/\sqrt2$

The same decomposition covers the type I side. For $c\ge1$ the term $(c-1)\int f'^2$ is a product of two nonnegative numbers (`h3` in the proof), so $E_c\ge\beta$ still holds; this is `energy_bound_of_stiff`, which needs only `p ≤ q` and makes no statement about equality. With current-free ends it gives $E_c\ge0$. For $c>1$ and $p<q$, equality would require $\int D=0$ and $\int f'^2=0$ together, so $f$ would be constant with $af=0$, leaving either $f=0$, $a'=1/2$ or $a=0$, $f^2=1$. For $c<1$ the extra term is nonpositive and the argument yields no such bound.
